# How squaring the Dirac Hamiltonian gives Landau levels at $E^2=m^2+p_z^2+2nB$

An electron moves in a uniform magnetic field along $z$, with momentum $p_z$ along the field. Without spin and relativity, its transverse energy is that of an oscillator, with the usual $n+\tfrac12$. The Dirac equation instead gives $E^2=m^2+p_z^2+2nB$ with $n=0,1,2,\dots$, and the half has gone. Here $\hbar=c=1$, $m$ is the electron's mass, and $B$ is the field strength times the size of its charge.

I know that one gets there by squaring $H$, but two things bother me. Where does the zero-point term go? And since an eigenstate of $H^2$ need not be an eigenstate of $H$, how do I know that both signs of $E$ really occur, even at $n=0$?

## Spin removes the half, and $H+E$ selects the sign

Take $\hbar=c=1$ and let $B>0$ be the field strength times the size of the electron's charge. The kinetic momenta then satisfy $[\pi_x,\pi_y]=-iB$; the minus sign belongs to a negative charge in a field along $+z$. Define

$$a=\frac{\pi_x-i\pi_y}{\sqrt{2B}},\qquad a^+=\frac{\pi_x+i\pi_y}{\sqrt{2B}}.$$

Multiplying out gives

$$[a,a^+]=\frac{2i[\pi_x,\pi_y]}{2B}=1,$$
$$2B\,a^+a=\pi_x^2+\pi_y^2-i[\pi_x,\pi_y]=\pi_x^2+\pi_y^2-B.$$

In the last step, the cross terms are $-i\pi_x\pi_y+i\pi_y\pi_x=-i[\pi_x,\pi_y]=-B$. So $\pi_x^2+\pi_y^2=2B(a^+a+\tfrac12)$, which contains the familiar half.

Now square $H=\alpha_x\pi_x+\alpha_y\pi_y+\alpha_zp_z+\beta m$. The four matrices square to one and anticommute. Since $p_z$ and $m$ are numbers, every mixed term containing them cancels. The remaining mixed term does not, because $\pi_x$ and $\pi_y$ do not commute. With $\alpha_x\alpha_y=i\Sigma_z=-\alpha_y\alpha_x$ it is

$$i\Sigma_z[\pi_x,\pi_y]=B\Sigma_z.$$

Hence

$$H^2=m^2+p_z^2+\pi_x^2+\pi_y^2+B\Sigma_z=m^2+p_z^2+2B\,a^+a+B(1+\Sigma_z).$$

For spin down, $\Sigma_z=-1$ and the last term vanishes: the spin energy cancels the zero-point term. For spin up the last term is $2B$, one whole step of the oscillator term, so no half is left there either.

Next, suppose that a nonzero state $v$ satisfies $av=0$, and put $w=(a^+)^nv$. If $w\neq0$ and $a^+aw=nw$, then

$$a\,a^+w=a^+a\,w+w=(n+1)w\neq0.$$

So $a^+w$ is nonzero, and applying $a^+$ gives $a^+a(a^+w)=(n+1)a^+w$. Induction from $n=0$ covers every $n$. In a Hilbert space where $a^+$ is the adjoint of $a$ and $v$ has norm one, the normalised state is $w/\sqrt{n!}$.

Put $w$ into a spin-down spinor $\chi$. Then $H^2\chi=E^2\chi$ for either root $E$ of $E^2=m^2+p_z^2+2nB$, and

$$H(H+E)\chi=E^2\chi+EH\chi=E(H+E)\chi.$$

So $(H+E)\chi$ is an eigenstate of $H$ itself with energy $E$, provided that it is not zero. To deal with that proviso, number the spinor components $0,1,2,3$ and use both spin-down choices, $\chi_1=(0,w,0,0)$ and $\chi_3=(0,0,0,w)$. The $\alpha$ matrices have zero diagonals, so component 1 of $(H+E)\chi_1$ is $(E+m)w$, and component 3 of $(H+E)\chi_3$ is $(E-m)w$. If both spinors vanish, then $E=m=0$, so $H\chi_1=H\chi_3=0$ and the original spinors are already eigenstates. Both signs therefore occur at every $n$, including $n=0$; they coincide only when $E=0$.

## What the Lean theorems say about these levels

`A` is any complex algebra with a unit, and `πx` and `πy` are elements of it, assumed in the results below to satisfy $[\pi_x,\pi_y]=-iB$ with $B>0$. The real numbers `pz` and `m` enter as multiples of the identity, so the motion along the field is a plane wave of fixed momentum. `amp M x` combines a spin matrix with an orbital operator, and `dirac` is $H$, a $4\times4$ matrix over `A`. `lower` and `raise` are $a$ and $a^+$. The latter is defined by its formula alone, since `A` has no adjoint.

`ladder` states the two oscillator identities and `dirac_sq` the formula for $H^2$. `dirac_landau_levels` says that if some nonzero `v` in `A` satisfies $av=0$, then for every natural `n` and every complex `E` with $E^2=m^2+p_z^2+2nB$ there is a nonzero `Ψ` with $H\Psi=E\Psi$. Such an `E` is automatically real, because the right-hand side is real and non-negative.

Here `Ψ` is a $4\times4$ matrix over `A`, not a single spinor. Each column obeys the eigenvalue equation separately, and at least one is nonzero. If `A` consists of operators on wave functions, applying a nonzero column to a suitable function gives an ordinary four-spinor. The condition on `v` stands for the existence of a lowest Landau level; it is assumed, not derived from the commutator.

The theorem shows that these energies occur. It does not exclude others or count degeneracies; excluding others takes a further assumption, and in a Hilbert space where $a^+$ is the adjoint of $a$ the positivity of the norm supplies it. The theorem also leaves aside the passage from this algebra to a self-adjoint $H$, which at fixed $p_z$ acts on spinors that are square-integrable in the plane perpendicular to the field.

For relativistic electronic-structure calculations in strong fields, these levels are a reference for one electron in a uniform field, with no nucleus and no anomalous magnetic moment.

```lean
import Mathlib

open Complex (I)

namespace DiracLandauLevels

noncomputable section

/-- The Dirac matrix `α_x`. -/
def alphaX : Matrix (Fin 4) (Fin 4) ℂ := !![0, 0, 0, 1; 0, 0, 1, 0; 0, 1, 0, 0; 1, 0, 0, 0]

/-- The Dirac matrix `α_y`. -/
def alphaY : Matrix (Fin 4) (Fin 4) ℂ := !![0, 0, 0, -I; 0, 0, I, 0; 0, -I, 0, 0; I, 0, 0, 0]

/-- The Dirac matrix `α_z`. -/
def alphaZ : Matrix (Fin 4) (Fin 4) ℂ := !![0, 0, 1, 0; 0, 0, 0, -1; 1, 0, 0, 0; 0, -1, 0, 0]

/-- The Dirac matrix `β`. -/
def beta : Matrix (Fin 4) (Fin 4) ℂ := !![1, 0, 0, 0; 0, 1, 0, 0; 0, 0, -1, 0; 0, 0, 0, -1]

/-- The spin matrix `Σ_z`. -/
def sigmaZ : Matrix (Fin 4) (Fin 4) ℂ := Matrix.diagonal ![1, -1, 1, -1]

variable {A : Type*} [Ring A] [Algebra ℂ A]

/-- The product of a spin matrix `M` and an orbital operator `x`. -/
def amp (M : Matrix (Fin 4) (Fin 4) ℂ) (x : A) : Matrix (Fin 4) (Fin 4) A :=
  M.map (fun c => c • x)

/-- The Dirac Hamiltonian `α·π + βm` with real `pz` and `m`. -/
def dirac (πx πy : A) (pz m : ℝ) : Matrix (Fin 4) (Fin 4) A :=
  amp alphaX πx + amp alphaY πy + amp alphaZ ((pz : ℂ) • (1 : A)) + amp beta ((m : ℂ) • (1 : A))

/-- The lowering operator `a = (πx - iπy)/√(2B)`, for `B > 0`. -/
def lower (B : ℝ) (πx πy : A) : A := ((√(2 * B) : ℝ) : ℂ)⁻¹ • (πx - I • πy)

/-- The raising operator `a⁺ = (πx + iπy)/√(2B)`, for `B > 0`. -/
def raise (B : ℝ) (πx πy : A) : A := ((√(2 * B) : ℝ) : ℂ)⁻¹ • (πx + I • πy)

/-- If `[πx,πy] = -iB` with `B > 0`, then `[a,a⁺] = 1` and `2B a⁺a = πx² + πy² - B`. -/
theorem ladder {B : ℝ} (hB : 0 < B) {πx πy : A}
    (h : πx * πy - πy * πx = (-(I * (B : ℂ))) • (1 : A)) :
    lower B πx πy * raise B πx πy - raise B πx πy * lower B πx πy = 1 ∧
    (2 * (B : ℂ)) • (raise B πx πy * lower B πx πy) =
      πx * πx + πy * πy - (B : ℂ) • (1 : A) := by
  have h' : I • (πx * πy - πy * πx) = (B : ℂ) • (1 : A) := by
    rw [h, smul_smul]
    congr 1
    linear_combination (-(B : ℂ)) * Complex.I_mul_I
  unfold lower raise
  have hcc : ((√(2 * B) : ℝ) : ℂ) * ((√(2 * B) : ℝ) : ℂ) = 2 * (B : ℂ) := by
    rw [← Complex.ofReal_mul, Real.mul_self_sqrt (by positivity)]
    push_cast
    ring
  have hc : ((√(2 * B) : ℝ) : ℂ) ≠ 0 :=
    Complex.ofReal_ne_zero.mpr (Real.sqrt_pos.mpr (by positivity)).ne'
  generalize ((√(2 * B) : ℝ) : ℂ) = c at hcc hc
  have hs : 2 * (B : ℂ) * c⁻¹ * c⁻¹ = 1 := by
    rw [← hcc, mul_assoc c c, mul_inv_cancel₀ hc, mul_one, mul_inv_cancel₀ hc]
  constructor
  · have e : (c⁻¹ • (πx - I • πy)) * (c⁻¹ • (πx + I • πy))
        - (c⁻¹ • (πx + I • πy)) * (c⁻¹ • (πx - I • πy))
        = (2 * c⁻¹ * c⁻¹) • (I • (πx * πy - πy * πx)) := by
      simp only [sub_mul, mul_sub, add_mul, mul_add, smul_mul_assoc, mul_smul_comm]
      module
    rw [e, h', smul_smul, show 2 * c⁻¹ * c⁻¹ * (B : ℂ) = 1 by linear_combination hs, one_smul]
  · rw [smul_mul_assoc, mul_smul_comm, smul_smul, smul_smul, hs, one_smul]
    simp only [add_mul, mul_sub, smul_mul_assoc, mul_smul_comm, smul_add, smul_smul,
      Complex.I_mul_I]
    linear_combination (norm := module) (-1 : ℂ) • h'

set_option maxHeartbeats 400000 in
/-- The Dirac matrices square to one and anticommute, and `α_x α_y = iΣ_z`. -/
theorem clifford :
    alphaX * alphaX = 1 ∧ alphaY * alphaY = 1 ∧ alphaZ * alphaZ = 1 ∧ beta * beta = 1 ∧
    alphaX * alphaY = I • sigmaZ ∧ alphaY * alphaX = -(I • sigmaZ) ∧
    alphaZ * alphaX = -(alphaX * alphaZ) ∧ alphaZ * alphaY = -(alphaY * alphaZ) ∧
    beta * alphaX = -(alphaX * beta) ∧ beta * alphaY = -(alphaY * beta) ∧
    beta * alphaZ = -(alphaZ * beta) := by
  refine ⟨?_, ?_, ?_, ?_, ?_, ?_, ?_, ?_, ?_, ?_, ?_⟩ <;>
    (ext i j; fin_cases i <;> fin_cases j <;>
      simp [alphaX, alphaY, alphaZ, beta, sigmaZ, Matrix.mul_apply, Fin.sum_univ_four])

/-- Spin matrices and orbital operators multiply independently. -/
theorem amp_mul (M N : Matrix (Fin 4) (Fin 4) ℂ) (x y : A) :
    amp M x * amp N y = amp (M * N) (x * y) := by
  ext i j
  simp only [amp, Matrix.mul_apply, Matrix.map_apply, Finset.sum_smul]
  refine Finset.sum_congr rfl fun k _ => ?_
  rw [smul_mul_assoc, mul_smul_comm, smul_smul]

/-- If `[πx,πy] = -iB` with `B > 0`, then `H² = m² + pz² + 2B a⁺a + B(1 + Σ_z)`. -/
theorem dirac_sq {B : ℝ} (hB : 0 < B) {πx πy : A}
    (h : πx * πy - πy * πx = (-(I * (B : ℂ))) • (1 : A)) (pz m : ℝ) :
    dirac πx πy pz m * dirac πx πy pz m =
      amp 1 (((m : ℂ) ^ 2 + (pz : ℂ) ^ 2) • (1 : A)
        + (2 * (B : ℂ)) • (raise B πx πy * lower B πx πy))
      + amp (1 + sigmaZ) ((B : ℂ) • (1 : A)) := by
  have h' : I • (πx * πy - πy * πx) = (B : ℂ) • (1 : A) := by
    rw [h, smul_smul]
    congr 1
    linear_combination (-(B : ℂ)) * Complex.I_mul_I
  have hn := (ladder hB h).2
  obtain ⟨xx, yy, zz, bb, xy, yx, zx, zy, bx, b_y, bz⟩ := clifford
  -- mixed terms cancel in pairs; only the commutator of πx and πy survives
  simp only [dirac, add_mul, mul_add, amp_mul, xx, yy, zz, bb, xy, yx, zx, zy, bx, b_y, bz]
  ext i j
  simp only [amp, Matrix.add_apply, Matrix.map_apply, Matrix.neg_apply, Matrix.smul_apply,
    smul_eq_mul, smul_mul_assoc, mul_smul_comm, one_mul, mul_one]
  linear_combination (norm := module)
    (sigmaZ i j) • h' - ((1 : Matrix (Fin 4) (Fin 4) ℂ) i j) • hn

/-- If `[πx,πy] = -iB` with `B > 0` and `v ≠ 0` satisfies `a v = 0`, then `w = (a⁺)ⁿ v` is nonzero
and `a⁺a w = n w`. -/
theorem number_state {B : ℝ} (hB : 0 < B) {πx πy : A}
    (h : πx * πy - πy * πx = (-(I * (B : ℂ))) • (1 : A))
    {v : A} (hv : v ≠ 0) (hav : lower B πx πy * v = 0) (n : ℕ) :
    raise B πx πy ^ n * v ≠ 0 ∧
    raise B πx πy * (lower B πx πy * (raise B πx πy ^ n * v)) =
      (n : ℂ) • (raise B πx πy ^ n * v) := by
  induction n with
  | zero => simp [hv, hav]
  | succ n ih =>
    obtain ⟨h0, hN⟩ := ih
    rw [pow_succ', mul_assoc]
    generalize raise B πx πy ^ n * v = w at h0 hN
    have hc : lower B πx πy * (raise B πx πy * w) - raise B πx πy * (lower B πx πy * w) = w := by
      rw [← mul_assoc, ← mul_assoc, ← sub_mul, (ladder hB h).1, one_mul]
    have hL : lower B πx πy * (raise B πx πy * w) = ((n + 1 : ℕ) : ℂ) • w := by
      rw [sub_eq_iff_eq_add.mp hc, hN]
      push_cast
      module
    refine ⟨fun hz => ?_, by rw [hL, mul_smul_comm]⟩
    rw [hz, mul_zero] at hL
    exact (smul_ne_zero (Nat.cast_ne_zero.mpr n.succ_ne_zero) h0) hL.symm

/-- Relativistic Landau levels: let `[πx,πy] = -iB` with `B > 0`, and let `a v = 0` for some `v ≠ 0`.
Then for each `E` with `E² = m² + pz² + 2nB`, `n` natural, some nonzero `Ψ` has `HΨ = EΨ`. -/
theorem dirac_landau_levels {B : ℝ} (hB : 0 < B) {πx πy : A}
    (h : πx * πy - πy * πx = (-(I * (B : ℂ))) • (1 : A))
    {v : A} (hv : v ≠ 0) (hav : lower B πx πy * v = 0) (pz m : ℝ) (n : ℕ) (E : ℂ)
    (hE : E ^ 2 = (m : ℂ) ^ 2 + (pz : ℂ) ^ 2 + 2 * n * B) :
    ∃ Ψ : Matrix (Fin 4) (Fin 4) A, Ψ ≠ 0 ∧ dirac πx πy pz m * Ψ = E • Ψ := by
  obtain ⟨hw, hN⟩ := number_state hB h hv hav n
  generalize raise B πx πy ^ n * v = w at hw hN
  -- the nonzero columns of χ are the spin-down spinors built on the n-th number state
  obtain ⟨d, hd⟩ : ∃ d : Fin 4 → ℂ, d = ![0, 1, 0, 1] := ⟨_, rfl⟩
  have hP : (1 + sigmaZ) * Matrix.diagonal d = 0 := by
    ext i j
    fin_cases i <;> fin_cases j <;> simp [sigmaZ, hd, Matrix.mul_diagonal]
  have hχ : amp (Matrix.diagonal d) w = Matrix.diagonal (fun i => d i • w) := by
    ext i j
    by_cases hij : i = j
    · subst hij
      simp [amp]
    · simp [amp, hij]
  have hw' : (((m : ℂ) ^ 2 + (pz : ℂ) ^ 2) • (1 : A)
      + (2 * (B : ℂ)) • (raise B πx πy * lower B πx πy)) * w = E ^ 2 • w := by
    rw [add_mul, smul_mul_assoc, smul_mul_assoc, one_mul, mul_assoc, hN, hE]
    module
  have hsq : dirac πx πy pz m * (dirac πx πy pz m * amp (Matrix.diagonal d) w) =
      E ^ 2 • amp (Matrix.diagonal d) w := by
    rw [← mul_assoc, dirac_sq hB h, add_mul, amp_mul, amp_mul, hP, one_mul, hw']
    ext i j
    simp only [amp, Matrix.add_apply, Matrix.map_apply, Matrix.smul_apply, Matrix.zero_apply,
      zero_smul, add_zero]
    module
  by_cases h0 : dirac πx πy pz m * amp (Matrix.diagonal d) w + E • amp (Matrix.diagonal d) w = 0
  · -- if (H + E)χ vanishes, then E = 0 and χ itself is an eigenstate
    have hent : ∀ j, d j = 1 → dirac πx πy pz m j j * w + E • w = 0 := by
      intro j hj
      have e := congrFun (congrFun h0 j) j
      simp only [hχ, Matrix.add_apply, Matrix.smul_apply, Matrix.mul_diagonal,
        Matrix.diagonal_apply_eq, hj, one_smul, Matrix.zero_apply] at e
      exact e
    have d1 : dirac πx πy pz m 1 1 = (m : ℂ) • (1 : A) := by
      simp [dirac, amp, alphaX, alphaY, alphaZ, beta]
    have d3 : dirac πx πy pz m 3 3 = (-(m : ℂ)) • (1 : A) := by
      simp [dirac, amp, alphaX, alphaY, alphaZ, beta]
    have c1 := hent 1 (by simp [hd])
    have c3 := hent 3 (by simp [hd])
    rw [d1, smul_mul_assoc, one_mul, ← add_smul] at c1
    rw [d3, smul_mul_assoc, one_mul, ← add_smul] at c3
    have hE0 : E = 0 := by
      linear_combination ((smul_eq_zero.mp c1).resolve_right hw
        + (smul_eq_zero.mp c3).resolve_right hw) / 2
    refine ⟨amp (Matrix.diagonal d) w, fun hz => ?_, ?_⟩
    · have e := congrFun (congrFun hz 1) 1
      have hd1 : d 1 = 1 := by simp [hd]
      simp only [hχ, Matrix.diagonal_apply_eq, hd1, one_smul, Matrix.zero_apply] at e
      exact hw e
    · rw [hE0, zero_smul, add_zero] at h0
      rw [h0, hE0, zero_smul]
  · refine ⟨_, h0, ?_⟩
    rw [Matrix.mul_add, Matrix.mul_smul, hsq]
    module

/-- The operator `d/dX + X` on complex polynomials. -/
def polyX : Module.End ℂ (Polynomial ℂ) :=
  Polynomial.derivative + LinearMap.mulLeft ℂ Polynomial.X

/-- The operator `i(d/dX - X)` on complex polynomials. -/
def polyY : Module.End ℂ (Polynomial ℂ) :=
  I • (Polynomial.derivative - LinearMap.mulLeft ℂ Polynomial.X)

/-- The operator taking a polynomial to its constant term. -/
def polyVac : Module.End ℂ (Polynomial ℂ) := (Polynomial.lcoeff ℂ 0).smulRight 1

/-- On complex polynomials, `πx = d/dX + X` and `πy = i(d/dX - X)` satisfy `[πx,πy] = -iB` with
`B = 2`, and `a v = 0` for the nonzero operator `v` that keeps only the constant term. -/
theorem ladder_witness :
    polyX * polyY - polyY * polyX = (-(I * ((2 : ℝ) : ℂ))) • (1 : Module.End ℂ (Polynomial ℂ)) ∧
    lower 2 polyX polyY * polyVac = 0 ∧ polyVac ≠ 0 := by
  unfold polyX polyY
  have hD : (Polynomial.derivative : Module.End ℂ (Polynomial ℂ)) * polyVac = 0 := by
    refine LinearMap.ext fun p => ?_
    simp [polyVac]
  have hDM : (Polynomial.derivative : Module.End ℂ (Polynomial ℂ)) *
      LinearMap.mulLeft ℂ Polynomial.X - LinearMap.mulLeft ℂ Polynomial.X *
      (Polynomial.derivative : Module.End ℂ (Polynomial ℂ)) = 1 := by
    refine LinearMap.ext fun p => ?_
    simp [Module.End.mul_apply, Polynomial.derivative_mul]
  generalize (Polynomial.derivative : Module.End ℂ (Polynomial ℂ)) = D at hD hDM ⊢
  generalize (LinearMap.mulLeft ℂ Polynomial.X : Module.End ℂ (Polynomial ℂ)) = M at hDM ⊢
  refine ⟨?_, ?_, fun hz => ?_⟩
  · simp only [add_mul, mul_add, sub_mul, mul_sub, smul_mul_assoc, mul_smul_comm,
      Complex.ofReal_ofNat]
    linear_combination (norm := module) (-2 * I) • hDM
  · have e : D + M - I • (I • (D - M)) = (2 : ℂ) • D := by
      rw [smul_smul, Complex.I_mul_I]
      module
    rw [lower, e, smul_mul_assoc, smul_mul_assoc, hD, smul_zero, smul_zero]
  · have e := LinearMap.congr_fun hz 1
    simp [polyVac] at e

end

end DiracLandauLevels
```

```lean
#print axioms DiracLandauLevels.dirac_landau_levels
```

```
'DiracLandauLevels.dirac_landau_levels' depends on axioms: [propext, Classical.choice, Quot.sound]
```

## From the commutator to the eigenstates in Lean

`ladder` first multiplies the commutator by $i$, giving `h'`: $i[\pi_x,\pi_y]=B$. It then replaces $\sqrt{2B}$ by a letter `c` with $c^2=2B$ and expands both products; `module` collects the terms.

`clifford` checks the matrix relations entry by entry, and `amp_mul` says that spin and orbital factors multiply independently. With these, `dirac_sq` expands the square and cancels the mixed terms. Its closing `linear_combination` uses `h'` with weight $\Sigma_z$ for the spin term, and the formula for $2B\,a^+a$ with the identity matrix as weight for the orbital term.

`number_state` is the induction above. Its `hL` is the equation $a\,a^+w=(n+1)w$, which yields both the next eigenvalue and the fact that $a^+w$ is nonzero.

In `dirac_landau_levels`, the diagonal matrix with entries `![0, 1, 0, 1]`, multiplied by $w$, holds $\chi_1$ and $\chi_3$ as columns 1 and 3. `hP` says that $1+\Sigma_z$ annihilates them, and `hsq` is $H^2\chi=E^2\chi$. The split on `h0` asks whether $(H+E)\chi$ vanishes. If it does, `c1` and `c3` are the equations $(m+E)w=0$ and $(-m+E)w=0$, which force $E=0$, and $\chi$ itself is returned. Otherwise $(H+E)\chi$ is the eigenstate.

`ladder_witness` gives a concrete realisation at $B=2$, on complex polynomials in $X$. There $a$ is $d/dX$ and $a^+$ is multiplication by $X$. The element `polyVac`, which keeps only the constant term of a polynomial, plays the part of `v`.
